# For 0 < s < 1/2 and b < as, the overlapping-orbital chain band extends farther above the on-site energy than below it

The band is modelled here by its dispersion relation, a function of a real wave number $k$, and not as the spectrum of an operator. The chain is infinite and periodic, with one orbital per site. The on-site energy is $a$, the Hamiltonian matrix element between neighbours (the hopping) is $b$, and their overlap is $s$. All three are real, the orbitals are normalised, and matrix elements beyond nearest neighbours vanish.

With coefficients $c_n = e^{ikn}$, where $k$ is the phase advance per site, the generalised eigenvalue equation $Hc = E\,Sc$ becomes the same condition at every site:

$$a + b(e^{ik}+e^{-ik}) = E\,\bigl(1 + s(e^{ik}+e^{-ik})\bigr).$$

Solving for $E$ gives

$$E(k) = \frac{a + 2b\cos k}{1 + 2s\cos k}.$$

The Lean file starts from this formula; the step from $H$ and $S$ to it is the short calculation above.

```lean
import Mathlib

open Set

namespace OverlappingChainBand

variable {a b s : ℝ}
```

The `variable` line declares $a$, $b$ and $s$ to be real numbers. The braces tell Lean to infer them from the context when a theorem is used.

```lean
/-- Band energy at wave number `k` of a chain with on-site energy `a`, nearest-neighbour
hopping `b` and nearest-neighbour overlap `s`, where `1 + 2 s cos k` is nonzero. -/
noncomputable def bandEnergy (a b s k : ℝ) : ℝ :=
  (a + 2 * b * Real.cos k) / (1 + 2 * s * Real.cos k)
```

`bandEnergy a b s k` is $E(k)$. The band is the set of its values over all real $k$, written `range (bandEnergy a b s)`. A finite ring would give only finitely many of these energies.

```lean
/-- For an overlap of magnitude below one half, the overlap factor `1 + 2 s cos k` is positive
at every wave number. -/
theorem overlap_pos (hs : |s| < 1 / 2) (k : ℝ) : 0 < 1 + 2 * s * Real.cos k := by
  have h : |s * Real.cos k| ≤ |s| := by
    rw [abs_mul]
    exact mul_le_of_le_one_right (abs_nonneg s) (Real.abs_cos_le_one k)
  have h' := neg_abs_le (s * Real.cos k)
  linarith
```

In a Lean theorem the hypotheses stand before the last top-level colon and the claim after it. Here `hs` names the assumption $|s|<1/2$, and the claim is $1+2s\cos k>0$ for every $k$. Physically, this factor is the squared norm per site of the Bloch sum, so the assumption makes the squared norm per site positive for every Bloch sum.

By hand, $|s\cos k|\le|s|<1/2$, hence $2s\cos k>-1$. The proof establishes the first inequality as `h`, and `linarith` combines the linear inequalities.

```lean
/-- For `|s| < 1/2`, the energy at `q` minus the energy at `k` is `2(as-b)(cos k - cos q)` divided
by the product of the overlap factors at `k` and `q`. -/
theorem bandEnergy_sub (hs : |s| < 1 / 2) (k q : ℝ) :
    bandEnergy a b s q - bandEnergy a b s k =
      2 * (a * s - b) * (Real.cos k - Real.cos q) /
        ((1 + 2 * s * Real.cos k) * (1 + 2 * s * Real.cos q)) := by
  have hk := (overlap_pos hs k).ne'
  have hq := (overlap_pos hs q).ne'
  rw [bandEnergy, bandEnergy, div_sub_div _ _ hq hk,
    div_eq_div_iff (mul_ne_zero hq hk) (mul_ne_zero hk hq)]
  ring
```

This theorem compares the energies at two wave numbers. Over the common denominator, the numerator of $E(q)-E(k)$ is

$$(a+2b\cos q)(1+2s\cos k)-(a+2b\cos k)(1+2s\cos q).$$

The terms $a$ and $4bs\cos k\cos q$ cancel, which leaves

$$E(q)-E(k)=\frac{2(as-b)(\cos k-\cos q)}{(1+2s\cos k)(1+2s\cos q)}.$$

In the proof, `hk` and `hq` record that the denominators are nonzero. The rewriting clears the fractions, and `ring` checks the expansion.

```lean
/-- If `|s| < 1/2` and `b < a s`, the band energy rises strictly from `k = 0` to `k = π`. -/
theorem bandEnergy_strictMonoOn (hs : |s| < 1 / 2) (hb : b < a * s) :
    StrictMonoOn (bandEnergy a b s) (Icc 0 Real.pi) := by
  intro k hk q hq hkq
  have hc : Real.cos q < Real.cos k := Real.strictAntiOn_cos hk hq hkq
  have h : 0 < bandEnergy a b s q - bandEnergy a b s k := by
    rw [bandEnergy_sub hs]
    exact div_pos (mul_pos (by linarith) (by linarith))
      (mul_pos (overlap_pos hs k) (overlap_pos hs q))
  linarith
```

`Icc 0 Real.pi` is the closed interval $[0,\pi]$, and `StrictMonoOn` says that the energy rises strictly on it.

The new hypothesis `hb` is $b<as$. If energies are measured from $a$, then $H$ becomes $H-aS$ and the hopping becomes $b-as$. The hypothesis makes this shifted hopping negative, so the in-phase combination at $k=0$ is the bonding one. At $b=as$ the band is flat, $E(k)=a$, so the strict rise fails if $b\le as$ is allowed.

For $0\le k<q\le\pi$ the cosine falls, so $\cos k-\cos q>0$. Every factor in the difference formula is then positive, which is what `div_pos` and `mul_pos` assemble.

```lean
/-- For `|s| < 1/2`, the energies at `k = 0` and `k = π` are `a - 2(as-b)/(1+2s)` and
`a + 2(as-b)/(1-2s)`. -/
theorem bandEnergy_edges (hs : |s| < 1 / 2) :
    bandEnergy a b s 0 = a - 2 * (a * s - b) / (1 + 2 * s) ∧
      bandEnergy a b s Real.pi = a + 2 * (a * s - b) / (1 - 2 * s) := by
  obtain ⟨h1, h2⟩ := abs_lt.mp hs
  have hp : 1 + 2 * s ≠ 0 := by intro h; linarith
  have hm : 1 - 2 * s ≠ 0 := by intro h; linarith
  constructor
  · rw [bandEnergy, Real.cos_zero, mul_one, mul_one, div_eq_iff hp, sub_mul,
      div_mul_cancel₀ _ hp]
    ring
  · have h' : 1 + 2 * s * (-1) = 1 - 2 * s := by ring
    rw [bandEnergy, Real.cos_pi, h', div_eq_iff hm, add_mul, div_mul_cancel₀ _ hm]
    ring
```

The symbol `∧` means "and". Substituting $\cos 0=1$ and $\cos\pi=-1$ gives

$$E(0)=\frac{a+2b}{1+2s}=a-\frac{2(as-b)}{1+2s},\qquad E(\pi)=\frac{a-2b}{1-2s}=a+\frac{2(as-b)}{1-2s}.$$

To check the first, multiply by $1+2s$: the right side becomes $a+2as-2as+2b=a+2b$. The second works in the same way with $1-2s$. The two bullets in the proof follow these two calculations.

```lean
/-- If `|s| < 1/2` and `b < a s`, every energy from `a - 2(as-b)/(1+2s)` to `a + 2(as-b)/(1-2s)`
belongs to exactly one wave number between `0` and `π`. -/
theorem existsUnique_waveNumber (hs : |s| < 1 / 2) (hb : b < a * s) {ε : ℝ}
    (hε : ε ∈ Icc (a - 2 * (a * s - b) / (1 + 2 * s)) (a + 2 * (a * s - b) / (1 - 2 * s))) :
    ∃! k, k ∈ Icc 0 Real.pi ∧ bandEnergy a b s k = ε := by
  have hcont : Continuous (bandEnergy a b s) := by
    have h : Continuous fun k : ℝ =>
        (a + 2 * b * Real.cos k) / (1 + 2 * s * Real.cos k) :=
      Continuous.div (by fun_prop) (by fun_prop) (fun k => (overlap_pos hs k).ne')
    exact h
  rw [← (bandEnergy_edges hs).1, ← (bandEnergy_edges hs).2] at hε
  -- existence by the intermediate value theorem, uniqueness by strict monotonicity
  obtain ⟨k, hk, hkε⟩ := intermediate_value_Icc Real.pi_pos.le hcont.continuousOn hε
  refine ⟨k, ⟨hk, hkε⟩, ?_⟩
  rintro q ⟨hq, hqε⟩
  exact (bandEnergy_strictMonoOn hs hb).injOn hq hk (hqε.trans hkε.symm)
```

`∃!` reads "there is exactly one". For each energy $\varepsilon$ between the two edge values, exactly one $k\in[0,\pi]$ satisfies $E(k)=\varepsilon$.

The function $E$ is continuous because its denominator never vanishes. The intermediate value theorem therefore supplies a $k$, and the strict rise excludes a second one. In the proof these are `intermediate_value_Icc` and the final line with `injOn`.

```lean
/-- If `|s| < 1/2` and `b < a s`, the energies of the band fill exactly the closed interval
from `a - 2(as-b)/(1+2s)` to `a + 2(as-b)/(1-2s)`. -/
theorem range_bandEnergy (hs : |s| < 1 / 2) (hb : b < a * s) :
    range (bandEnergy a b s) =
      Icc (a - 2 * (a * s - b) / (1 + 2 * s)) (a + 2 * (a * s - b) / (1 - 2 * s)) := by
  apply Subset.antisymm
  · rintro _ ⟨k, rfl⟩
    rw [← (bandEnergy_edges hs).1, ← (bandEnergy_edges hs).2]
    -- compare the energy at `k` with the energies at `0` and at `π`
    have h0 : 0 ≤ bandEnergy a b s k - bandEnergy a b s 0 := by
      rw [bandEnergy_sub hs]
      refine div_nonneg (mul_nonneg (by linarith) ?_)
        (mul_pos (overlap_pos hs 0) (overlap_pos hs k)).le
      rw [Real.cos_zero]
      linarith [Real.cos_le_one k]
    have hπ : 0 ≤ bandEnergy a b s Real.pi - bandEnergy a b s k := by
      rw [bandEnergy_sub hs]
      refine div_nonneg (mul_nonneg (by linarith) ?_)
        (mul_pos (overlap_pos hs k) (overlap_pos hs Real.pi)).le
      rw [Real.cos_pi]
      linarith [Real.neg_one_le_cos k]
    exact ⟨by linarith, by linarith⟩
  · intro ε hε
    obtain ⟨k, ⟨_, hk⟩, _⟩ := existsUnique_waveNumber hs hb hε
    exact ⟨k, hk⟩
```

This is the exact range:

$$\{E(k):k\in\mathbb R\}=\left[a-\frac{2(as-b)}{1+2s},\;a+\frac{2(as-b)}{1-2s}\right].$$

`Subset.antisymm` splits the equality into two inclusions. For the first, the difference formula and $-1\le\cos k\le1$ give $E(0)\le E(k)\le E(\pi)$ for every real $k$. For the second, the previous theorem provides a wave number for each energy in the interval.

The case $s=0$ is included. The condition on $b$ is then $b<0$, and the range is the symmetric band $[a+2b,\,a-2b]$ of orthogonal orbitals.

```lean
/-- If `0 < s < 1/2` and `b < a s`, the top of the band lies farther from the on-site energy `a`
than the bottom, by the factor `(1+2s)/(1-2s)`. -/
theorem band_asymmetry (hs0 : 0 < s) (hs : s < 1 / 2) (hb : b < a * s) :
    sSup (range (bandEnergy a b s)) - a =
        (1 + 2 * s) / (1 - 2 * s) * (a - sInf (range (bandEnergy a b s))) ∧
      a - sInf (range (bandEnergy a b s)) < sSup (range (bandEnergy a b s)) - a := by
  have habs : |s| < 1 / 2 := by rwa [abs_of_pos hs0]
  have hX : 0 < 2 * (a * s - b) := by linarith
  have hp : 0 < 1 + 2 * s := by linarith
  have hm : 0 < 1 - 2 * s := by linarith
  have hle : a - 2 * (a * s - b) / (1 + 2 * s) ≤ a + 2 * (a * s - b) / (1 - 2 * s) := by
    linarith [div_pos hX hp, div_pos hX hm]
  rw [range_bandEnergy habs hb, csSup_Icc hle, csInf_Icc hle, add_sub_cancel_left,
    sub_sub_cancel]
  constructor
  · rw [div_mul_div_comm, div_eq_div_iff hm.ne' (mul_pos hm hp).ne']
    ring
  · exact div_lt_div_of_pos_left hX hm (by linarith)
```

Here the overlap is strictly positive. `sSup` and `sInf` are the supremum and infimum of the band, $E_{\max}$ and $E_{\min}$. By the range theorem,

$$E_{\max}-a=\frac{2(as-b)}{1-2s},\qquad a-E_{\min}=\frac{2(as-b)}{1+2s}.$$

Their ratio is $(1+2s)/(1-2s)>1$. The theorem states both the factor and the strict inequality: the antibonding edge lies farther from $a$ than the bonding edge. The proof inserts the two edges and then compares fractions with the same positive numerator.

In this non-interacting, one-orbital chain, the number $1-2s$ that stretches the top of the band is also the smallest value of the overlap factor. A nearly singular overlap matrix thus goes together with a high upper band edge, unless $as-b$ is small as well.

```lean
/-- At overlap `s = 1/2` with `b < a/2`, the band energies at the wave numbers with
`cos k ≠ -1` have no upper bound. -/
theorem not_bddAbove_half_overlap (hb : b < a / 2) :
    ¬ BddAbove (bandEnergy a b (1 / 2) '' {k | Real.cos k ≠ -1}) := by
  rintro ⟨M, hM⟩
  obtain ⟨T, hT⟩ : ∃ T, T = a - 2 * b + |M - a| + 1 := ⟨_, rfl⟩
  have hTpos : 0 < T := by linarith [abs_nonneg (M - a)]
  -- `r` is the small overlap factor at which the energy exceeds `M`
  obtain ⟨r, hr⟩ : ∃ r, r = (a - 2 * b) / T := ⟨_, rfl⟩
  have hrpos : 0 < r := by
    rw [hr]
    exact div_pos (by linarith) hTpos
  have hrle : r ≤ 1 := by
    rw [hr, div_le_one hTpos]
    linarith [abs_nonneg (M - a)]
  have hrT : r * T = a - 2 * b := by
    rw [hr, div_mul_cancel₀ _ hTpos.ne']
  have hc : Real.cos (Real.arccos (r - 1)) = r - 1 :=
    Real.cos_arccos (by linarith) (by linarith)
  have hne : Real.cos (Real.arccos (r - 1)) ≠ -1 := by
    rw [hc]
    intro h
    linarith
  have hden : 1 + 2 * (1 / 2) * (r - 1) ≠ 0 := by
    intro h
    linarith
  have hE : bandEnergy a b (1 / 2) (Real.arccos (r - 1)) = a + |M - a| + 1 := by
    rw [bandEnergy, hc, div_eq_iff hden]
    linear_combination r * hT - hrT
  have hbound : bandEnergy a b (1 / 2) (Real.arccos (r - 1)) ≤ M :=
    hM ⟨_, hne, rfl⟩
  rw [hE] at hbound
  linarith [le_abs_self (M - a)]

end OverlappingChainBand
```

At $s=1/2$ the overlap factor vanishes where $\cos k=-1$. The theorem leaves those wave numbers out, since Lean assigns division by zero the value zero. The notation `''` means the set of energies at the remaining wave numbers, and `¬ BddAbove` says that this set has no upper bound when $b<a/2$.

Write $r=1+\cos k$. Then

$$E=\frac{a+2b(r-1)}{r}=2b+\frac{a-2b}{r}.$$

Given a proposed bound $M$, set $T=a-2b+|M-a|+1$ and $r=(a-2b)/T$. Then $0<r\le1$, so $k=\arccos(r-1)$ is an admissible wave number, and $E=2b+T=a+|M-a|+1>M$. The proof makes the same choices of $T$, $r$ and $k$. A finite upper edge is therefore lost as soon as $s<1/2$ is relaxed to $s\le1/2$.

```lean
#print axioms OverlappingChainBand.band_asymmetry
#print axioms OverlappingChainBand.not_bddAbove_half_overlap
```

```
'OverlappingChainBand.band_asymmetry' depends on axioms: [propext, Classical.choice, Quot.sound]
'OverlappingChainBand.not_bddAbove_half_overlap' depends on axioms: [propext, Classical.choice, Quot.sound]
```
